# Wielandt deflation moves one known eigenvalue and keeps the rest of the spectrum

The matrix \(A=\begin{pmatrix}2&1\\0&3\end{pmatrix}\) has eigenvalue 2 with eigenvector \((1,0)\) and eigenvalue 3 with eigenvector \((1,1)\). Subtracting 2 from its upper left entry moves the eigenvalue 2 to 0 and leaves 3 where it was, but the eigenvector for 3 becomes \((1/3,1)\).

```lean
import Mathlib

open Matrix

namespace WielandtDeflation

variable {K n : Type*} [Field K] [Fintype n]

/-- The Wielandt-deflated matrix `B = A - s v uᵀ`. -/
def deflate (A : Matrix n n K) (s : K) (v u : n → K) : Matrix n n K :=
  A - s • vecMulVec v u

/-- The deflated matrix acts as `B x = A x - s (uᵀ x) v`. -/
theorem deflate_mulVec (A : Matrix n n K) (s : K) (v u x : n → K) :
    deflate A s v u *ᵥ x = A *ᵥ x - (s * (u ⬝ᵥ x)) • v := by
  ext i
  simp only [deflate, mulVec, dotProduct, Matrix.sub_apply, Matrix.smul_apply,
    vecMulVec_apply, smul_eq_mul, Pi.sub_apply, Pi.smul_apply, sub_mul,
    Finset.sum_sub_distrib, Finset.mul_sum, Finset.sum_mul]
  congr 1
  apply Finset.sum_congr rfl
  intro j _
  ring

/-- For an eigenvector `w` of `A` with eigenvalue `mu`, the trial vector `w - c v` satisfies
the eigenvalue equation of `B` at `mu` exactly when `c (mu - l + s) = s uᵀ w`. -/
theorem trial_vector_iff {A : Matrix n n K} {l s mu c : K} {v u w : n → K}
    (hv : A *ᵥ v = l • v) (huv : u ⬝ᵥ v = 1) (hw : A *ᵥ w = mu • w) :
    deflate A s v u *ᵥ (w - c • v) = mu • (w - c • v) ↔
      c * (mu - l + s) = s * (u ⬝ᵥ w) := by
  have hv0 : v ≠ 0 := by
    rintro rfl
    simp at huv
  -- the residual of the trial vector points along `v`
  have residual : deflate A s v u *ᵥ (w - c • v) - mu • (w - c • v)
      = (c * (mu - l + s) - s * (u ⬝ᵥ w)) • v := by
    rw [deflate_mulVec, mulVec_sub, mulVec_smul, hw, hv, dotProduct_sub,
      dotProduct_smul, huv]
    ext i
    simp only [Pi.sub_apply, Pi.smul_apply, smul_eq_mul]
    ring
  constructor
  · intro h
    rw [sub_eq_zero.mpr h] at residual
    exact sub_eq_zero.mp ((smul_eq_zero.mp residual.symm).resolve_right hv0)
  · intro h
    apply sub_eq_zero.mp
    rw [residual, h, sub_self, zero_smul]

/-- Wielandt deflation: `B` has `v` as eigenvector with the shifted eigenvalue `l - s`, and
every eigenvector `w` of `A` with eigenvalue `mu` different from `l` and `l - s` yields, after a
correction along `v`, a nonzero eigenvector of `B` with the same eigenvalue `mu`. -/
theorem wielandt_deflation {A : Matrix n n K} {l : K} {v u : n → K} (s : K)
    (hv : A *ᵥ v = l • v) (huv : u ⬝ᵥ v = 1) :
    deflate A s v u *ᵥ v = (l - s) • v ∧
    ∀ (mu : K) (w : n → K), A *ᵥ w = mu • w → w ≠ 0 → mu ≠ l → mu ≠ l - s →
      w - (s * (u ⬝ᵥ w) / (mu - l + s)) • v ≠ 0 ∧
      deflate A s v u *ᵥ (w - (s * (u ⬝ᵥ w) / (mu - l + s)) • v)
        = mu • (w - (s * (u ⬝ᵥ w) / (mu - l + s)) • v) := by
  refine ⟨by rw [deflate_mulVec, hv, huv, mul_one, sub_smul], ?_⟩
  intro mu w hw hw0 hl hls
  have hd : mu - l + s ≠ 0 := fun h => hls (by linear_combination h)
  refine ⟨?_, (trial_vector_iff hv huv hw).mpr (div_mul_cancel₀ _ hd)⟩
  -- if the corrected vector vanished, `w` would be parallel to `v`, forcing `mu = l`
  generalize s * (u ⬝ᵥ w) / (mu - l + s) = c
  intro h
  have hwc : w = c • v := sub_eq_zero.mp h
  have hlw : A *ᵥ w = l • w := by
    rw [hwc, mulVec_smul, hv, smul_comm]
  have hz : (mu - l) • w = 0 := by
    rw [sub_smul, ← hw, hlw, sub_self]
  exact (smul_eq_zero.mp hz).elim (fun h' => hl (sub_eq_zero.mp h')) hw0

/-- If `w` is an eigenvector of `A` at the shifted value `l - s`, with `s ≠ 0` and `uᵀ w ≠ 0`,
then no correction of `w` along `v` satisfies the eigenvalue equation of `B` at `l - s`. -/
theorem no_correction_at_collision {A : Matrix n n K} {l s : K} {v u w : n → K}
    (hv : A *ᵥ v = l • v) (huv : u ⬝ᵥ v = 1) (hw : A *ᵥ w = (l - s) • w)
    (hs : s ≠ 0) (huw : u ⬝ᵥ w ≠ 0) (c : K) :
    deflate A s v u *ᵥ (w - c • v) ≠ (l - s) • (w - c • v) := by
  intro h
  have key := (trial_vector_iff hv huv hw).mp h
  exact mul_ne_zero hs huw (by linear_combination -key)

/-- If `u` is a left eigenvector of `A` with eigenvalue `l`, then every eigenvector of `A` with
eigenvalue `mu ≠ l` satisfies the same eigenvalue equation for `B`, without correction. -/
theorem left_eigenvector_deflation {A : Matrix n n K} {l mu : K} {u w : n → K}
    (s : K) (v : n → K) (hu : u ᵥ* A = l • u) (hw : A *ᵥ w = mu • w) (hl : mu ≠ l) :
    deflate A s v u *ᵥ w = mu • w := by
  -- left and right eigenvectors of different eigenvalues are orthogonal
  have h := Matrix.dotProduct_mulVec u A w
  rw [hu, hw, dotProduct_smul, smul_dotProduct, smul_eq_mul, smul_eq_mul] at h
  have h0 : (mu - l) * (u ⬝ᵥ w) = 0 := by linear_combination h
  have huw := (mul_eq_zero.mp h0).resolve_left (sub_ne_zero.mpr hl)
  rw [deflate_mulVec, hw, huw, mul_zero, zero_smul, sub_zero]

variable [DecidableEq n]

/-- The secular determinants of `A` and `B` are related at every `x` by
`(x - l) det (x - B) = (x - (l - s)) det (x - A)`. -/
theorem secular_determinant {A : Matrix n n K} {l : K} {v u : n → K} (s : K)
    (hv : A *ᵥ v = l • v) (huv : u ⬝ᵥ v = 1) (x : K) :
    (x - l) * (x • (1 : Matrix n n K) - deflate A s v u).det
      = (x - (l - s)) * (x • (1 : Matrix n n K) - A).det := by
  have hshift : (x • (1 : Matrix n n K) - A) *ᵥ v = (x - l) • v := by
    rw [Matrix.sub_mulVec, Matrix.smul_mulVec, Matrix.one_mulVec, hv, sub_smul]
  by_cases hx : x - l = 0
  · -- at `x = l` the matrix `x - A` annihilates `v`
    have hv0 : v ≠ 0 := by
      rintro rfl
      simp at huv
    have hdet : (x • (1 : Matrix n n K) - A).det = 0 :=
      Matrix.exists_mulVec_eq_zero_iff.mp ⟨v, hv0, by rw [hshift, hx, zero_smul]⟩
    rw [hx, hdet, zero_mul, mul_zero]
  · -- elsewhere `x - B` is `x - A` times a rank-one update of the identity
    have hfac : x • (1 : Matrix n n K) - deflate A s v u
        = (x • (1 : Matrix n n K) - A) * (1 + vecMulVec ((s / (x - l)) • v) u) := by
      rw [mul_add, mul_one, Matrix.mul_vecMulVec, mulVec_smul, hshift, smul_smul,
        div_mul_cancel₀ s hx]
      ext i j
      simp only [deflate, Matrix.sub_apply, Matrix.add_apply, Matrix.smul_apply,
        vecMulVec_apply, Pi.smul_apply, smul_eq_mul]
      ring
    have e : (x - l) * (s / (x - l)) = s := by field_simp
    rw [hfac, det_mul, Matrix.vecMulVec_eq Unit,
      Matrix.det_one_add_replicateCol_mul_replicateRow, dotProduct_smul, huv, smul_eq_mul]
    linear_combination (x • (1 : Matrix n n K) - A).det * e

/-- Over an infinite field, the characteristic polynomials satisfy
`(X - l) χ_B = (X - (l - s)) χ_A`. -/
theorem charpoly_deflate [Infinite K] {A : Matrix n n K} {l : K} {v u : n → K} (s : K)
    (hv : A *ᵥ v = l • v) (huv : u ⬝ᵥ v = 1) :
    (Polynomial.X - Polynomial.C l) * (deflate A s v u).charpoly
      = (Polynomial.X - Polynomial.C (l - s)) * A.charpoly := by
  apply Polynomial.funext
  intro x
  have hs : Matrix.scalar n x = x • (1 : Matrix n n K) := by
    rw [Matrix.scalar_apply, Matrix.smul_one_eq_diagonal]
  rw [Polynomial.eval_mul, Polynomial.eval_mul, Polynomial.eval_sub, Polynomial.eval_sub,
    Polynomial.eval_X, Polynomial.eval_C, Polynomial.eval_C, Matrix.eval_charpoly,
    Matrix.eval_charpoly, hs]
  exact secular_determinant s hv huv x

/-- A non-symmetric real matrix with eigenvalues 2 and 3, deflated with `s = 2`: the eigenvector
`(1, 1)` of `A` and the eigenvector `(1/3, 1)` of `B` both have eigenvalue 3. -/
theorem wielandt_deflation_witness :
    (!![2, 1; 0, 3] : Matrix (Fin 2) (Fin 2) ℝ) *ᵥ ![1, 0] = (2 : ℝ) • ![1, 0] ∧
    (![1, 0] : Fin 2 → ℝ) ⬝ᵥ ![1, 0] = 1 ∧
    (!![2, 1; 0, 3] : Matrix (Fin 2) (Fin 2) ℝ) *ᵥ ![1, 1] = (3 : ℝ) • ![1, 1] ∧
    deflate (!![2, 1; 0, 3] : Matrix (Fin 2) (Fin 2) ℝ) 2 ![1, 0] ![1, 0] *ᵥ ![1 / 3, 1]
      = (3 : ℝ) • ![1 / 3, 1] := by
  refine ⟨?_, ?_, ?_, ?_⟩
  · ext i
    fin_cases i <;> norm_num [mulVec, dotProduct, Fin.sum_univ_succ]
  · norm_num [dotProduct, Fin.sum_univ_succ]
  · ext i
    fin_cases i <;> norm_num [mulVec, dotProduct, Fin.sum_univ_succ]
  · rw [deflate_mulVec]
    ext i
    fin_cases i <;> norm_num [mulVec, dotProduct, Fin.sum_univ_succ]

end WielandtDeflation
```

```lean
#print axioms WielandtDeflation.wielandt_deflation
#print axioms WielandtDeflation.no_correction_at_collision
#print axioms WielandtDeflation.left_eigenvector_deflation
#print axioms WielandtDeflation.charpoly_deflate
```

```
'WielandtDeflation.wielandt_deflation' depends on axioms: [propext, Classical.choice, Quot.sound]
'WielandtDeflation.no_correction_at_collision' depends on axioms: [propext, Classical.choice, Quot.sound]
'WielandtDeflation.left_eigenvector_deflation' depends on axioms: [propext, Classical.choice, Quot.sound]
'WielandtDeflation.charpoly_deflate' depends on axioms: [propext, Classical.choice, Quot.sound]
```

## One shifted eigenvalue, one correction along \(v\)

Let \(A\) be a square matrix with a known eigenpair \(Av=lv\), let \(u\) be any vector with \(u^Tv=1\), and let \(s\) be a number. The deflated matrix is

\[
B=A-s\,vu^T ,
\]

written `deflate A s v u` in the file. The theorem `wielandt_deflation` says two things. First, \(Bv=(l-s)v\). Second, if \(Aw=\mu w\) with \(w\neq0\), \(\mu\neq l\) and \(\mu\neq l-s\), then

\[
w-\frac{s\,u^Tw}{\mu-l+s}\,v
\]

is nonzero and is an eigenvector of \(B\) with the same eigenvalue \(\mu\).

The entries lie in a field `K`, and the finite type `n` labels the basis. Taking `K` to be the real numbers gives real eigenpairs. For the complex eigenvalues of a real matrix, one reads its entries as complex numbers and takes `K` to be \(\mathbb C\). The symbol `*ᵥ` is a matrix acting on a vector, `ᵥ*` is a row vector acting from the left, and `vecMulVec v u` is the outer product \(vu^T\).

The product `u ⬝ᵥ v` is \(\sum_i u_iv_i\), without complex conjugation. For a Hermitian matrix and a normalised complex eigenvector, the projector \(|v\rangle\langle v|\) is therefore obtained with \(u=\bar v\).

The remaining theorems cover the excluded value \(\mu=l-s\), the case in which no correction is needed, and the characteristic polynomials. Of these, `charpoly_deflate` assumes an infinite field, as \(\mathbb R\) and \(\mathbb C\) are.

## Moving a converged state out of the way

An iterative eigensolver that has found one eigenpair can be run again on \(B\), where that state sits at \(l-s\), provided that it accepts the matrix \(B\). A solver written for Hermitian matrices requires \(B\) to be Hermitian; for Hermitian \(A\) and normalised \(v\), the choice \(u=\bar v\) with real \(s\) ensures this, whereas a general \(u\) does not. The user chooses the number \(s\), and the condition \(u^Tv=1\) makes the eigenvalue move by exactly \(-s\). For a finite Hamiltonian matrix with at least two levels, whose lowest state is non-degenerate and known exactly, a sufficiently negative \(s\) lifts that state above the next level, so that a search for the lowest eigenvalue finds the next one.

In the Hermitian case with \(u=\bar v\), the vector \(u\) is a left eigenvector for \(l\), and eigenvectors with other eigenvalues survive unchanged. This is the situation of `left_eigenvector_deflation`. That theorem needs neither \(Av=lv\) nor \(u^Tv=1\), because the added term already vanishes on \(w\).

The theorems take an exact eigenpair. They do not treat the error caused by an approximately converged \(v\), rounding, or the convergence rate of a solver.

## The residual of a trial vector

For any \(x\), the outer product gives

\[
Bx=Ax-s(u^Tx)v .
\]

This is `deflate_mulVec`, proved by comparing components. With \(x=v\) it yields \(Bv=lv-sv=(l-s)v\).

Now let \(Aw=\mu w\) and try \(w-cv\). Since \(u^T(w-cv)=u^Tw-c\),

\[
B(w-cv)=\mu w-clv-s(u^Tw-c)v .
\]

Subtracting \(\mu(w-cv)\) removes \(w\) and leaves

\[
B(w-cv)-\mu(w-cv)=\bigl[c(\mu-l+s)-s\,u^Tw\bigr]v .
\]

The residual points along \(v\), and \(v\neq0\) because \(u^Tv=1\). Hence the trial vector satisfies the eigenvalue equation exactly when \(c(\mu-l+s)=s\,u^Tw\). This equivalence is `trial_vector_iff`; its intermediate statement `residual` is the last display, and `ring` collects the coefficients.

If \(\mu\neq l-s\), one may divide and obtain the \(c\) of the main theorem. The corrected vector is also nonzero. Otherwise \(w=cv\), so \(Aw=lw\); together with \(Aw=\mu w\) this gives \((\mu-l)w=0\), which contradicts \(\mu\neq l\) and \(w\neq0\). The Lean proof follows the same argument, with `generalize` replacing the fraction by \(c\), since its value plays no role there.

If \(u^TA=lu^T\), evaluating \(u^TAw\) from both sides gives \(l\,u^Tw=\mu\,u^Tw\). For \(\mu\neq l\) this forces \(u^Tw=0\), hence \(Bw=Aw=\mu w\).

## The characteristic polynomial exchanges one factor

The eigenvector argument does not count multiplicities. For that, take \(x\neq l\) and use \((x-A)v=(x-l)v\):

\[
(x-A)\left(1+\frac{s}{x-l}vu^T\right)=x-A+s\,vu^T=x-B .
\]

The determinant of a rank-one update of the identity is \(\det(1+a\,vu^T)=1+a\,u^Tv\), which here equals \(1+s/(x-l)\). Taking determinants and multiplying by \(x-l\) gives

\[
(x-l)\det(x-B)=(x-(l-s))\det(x-A).
\]

At \(x=l\) the left side is zero because of its first factor, and the right side is zero because \(l-A\) annihilates \(v\neq0\). The proof of `secular_determinant` makes this case distinction with `by_cases`; `hfac` is the factorisation.

Two polynomials that agree at every point of an infinite field are equal, so `charpoly_deflate` obtains

\[
(X-l)\chi_B=(X-(l-s))\chi_A .
\]

Since \(l\) is a root of \(\chi_A\), cancelling \(X-l\) shows that one factor \(X-l\) of \(\chi_A\) has been replaced by \(X-(l-s)\). If \(l\) is degenerate, its other copies stay at \(l\).

## The two-by-two matrix by hand

Take the opening matrix with \(v=u=(1,0)\), \(l=2\) and \(s=2\). For \(w=(1,1)\) and \(\mu=3\) we have \(u^Tw=1\), so

\[
c=\frac{2\cdot1}{3-2+2}=\frac23,\qquad w-cv=\left(\tfrac13,1\right).
\]

Indeed

\[
B\begin{pmatrix}1/3\\1\end{pmatrix}
=\begin{pmatrix}0&1\\0&3\end{pmatrix}\begin{pmatrix}1/3\\1\end{pmatrix}
=\begin{pmatrix}1\\3\end{pmatrix}
=3\begin{pmatrix}1/3\\1\end{pmatrix}.
\]

The theorem `wielandt_deflation_witness` checks \(Av=2v\), \(u^Tv=1\), \(Aw=3w\) and this last equation for \(B\); the value of \(c\) is computed only here. The characteristic polynomial changes from \((X-2)(X-3)\) to \(X(X-3)\).

With the left eigenvector \(u=(1,-1)\) instead, \(u^Tv=1\) still holds and \(u^Tw=0\). Then \(B=\begin{pmatrix}0&3\\0&3\end{pmatrix}\), and \((1,1)\) remains an eigenvector for 3 as it stands.

## When the shifted eigenvalue lands on another one

Keep \(v=u=(1,0)\) but choose \(s=-1\). The eigenvalue 2 now moves to \(l-s=3\), which is already occupied, and

\[
B=\begin{pmatrix}3&1\\0&3\end{pmatrix}.
\]

For every \(c\), the vector \((1-c,1)\) is sent to \((3(1-c)+1,\,3)\), which is never \(3(1-c,1)\). The matrix is a Jordan block: 3 is a double root, but the only eigendirection is \(v\). This is what can happen without the hypothesis \(\mu\neq l-s\).

The general statement is `no_correction_at_collision`: if \(\mu=l-s\), \(s\neq0\) and \(u^Tw\neq0\), the condition on \(c\) reads \(0=s\,u^Tw\), which is impossible. It rules out corrections of this \(w\) along \(v\); in a larger matrix, \(B\) may have other eigenvectors at \(l-s\).

The hypothesis \(\mu\neq l\) guards against a different failure. For \(w=v\), \(\mu=l\) and \(s\neq0\), the formula gives \(c=1\), and the corrected vector is zero.
